# The norm lost in a sweep of projectors bounds the energy that remains

Let \(Q_1,\dots,Q_m\) be orthogonal projectors, each failing to commute with at most \(g\) of the others, and let \(H=\sum_i Q_i\). For any vector \(v\), the vector \(w=(1-Q_1)\cdots(1-Q_m)v\) satisfies

\[
\langle w,Hw\rangle\le g^2\left(\|v\|^2-\|w\|^2\right).
\]

If \(v\) is orthogonal to the kernel of \(H\), and \(\langle x,Hx\rangle\ge\varepsilon\|x\|^2\) for every \(x\) orthogonal to that kernel, then

\[
(\varepsilon+g^2)\,\|w\|^2\le g^2\,\|v\|^2 .
\]

The second inequality is the detectability lemma. When \(H\) has zero-energy states, \(\varepsilon\) is a lower bound on the spectral gap above them; when it has none, \(\varepsilon\) is a lower bound on the ground-state energy.

## Bond averaging in a Heisenberg ferromagnet

Suppose a code seeks low-energy states of a Hamiltonian made of local penalties by removing the penalised component of one term after another. Removing one component can bring back another that was removed earlier, because the terms do not all commute. The first inequality limits the energy left by this effect.

Take an open spin-1/2 chain with Hamiltonian \(-J\sum\mathbf S_a\cdot\mathbf S_b\), where \(J>0\) and the sum counts each nearest-neighbour bond once. On the bond between sites \(a\) and \(b\), the singlet projector is \(Q_{ab}=\tfrac14-\mathbf S_a\cdot\mathbf S_b\), so \(JH\) is the energy above the ferromagnetic ground state. A bond fails to commute only with the bonds that share one site with it, so \(g=2\) is enough.

With the state stored as amplitudes in the \(S^z\) basis, applying \(1-Q_{ab}\) means the following. For each pair of configurations that differ only by ↑↓ against ↓↑ on the bond, both amplitudes \(\alpha,\beta\) are replaced by \((\alpha+\beta)/2\). All other amplitudes stay as they are. The squared norm drops by \(|\alpha-\beta|^2/2\) per pair. If \(L\) is the total drop over one pass and \(w\ne0\), the normalised output state has energy at most

\[
J\,\frac{\langle w,Hw\rangle}{\|w\|^2}\le \frac{4JL}{\|w\|^2}
\]

above the ground state. The bound needs no further application of \(H\).

## From removed components to the energy

Set \(v_{m+1}=v\) and \(v_k=(1-Q_k)v_{k+1}\), so that \(w=v_1\) and the factor with the highest index acts first. Let \(d_k=\|Q_kv_{k+1}\|\) be the norm of the component removed by factor \(k\).

**Norm balance.** For a projector, \(\langle x,Qx\rangle=\|Qx\|^2\), hence \(\|x-Qx\|^2=\|x\|^2-\|Qx\|^2\). Both \(Q\) and \(1-Q\) therefore never increase a norm. Applied to each factor, the identity gives \(\|v_k\|^2=\|v_{k+1}\|^2-d_k^2\), and the sum telescopes:

\[
\sum_k d_k^2=\|v\|^2-\|w\|^2 .
\]

**One energy term.** The quantity to bound, the energy before division by \(\|w\|^2\), is \(\langle w,Hw\rangle=\sum_i\|Q_iw\|^2\). Fix \(i\). Directly after its own factor, \(Q_iv_i=(Q_i-Q_i^2)v_{i+1}=0\). For each later factor \(k<i\),

\[
Q_iv_k=Q_iv_{k+1}-Q_iQ_kv_{k+1}.
\]

If \(Q_i\) and \(Q_k\) commute, the right side is \((1-Q_k)Q_iv_{k+1}\), whose norm is at most \(\|Q_iv_{k+1}\|\). If they do not, the triangle inequality and \(\|Q_iQ_kv_{k+1}\|\le d_k\) give \(\|Q_iv_k\|\le\|Q_iv_{k+1}\|+d_k\). Let \(C_i\) be the set of indices whose projectors do not commute with \(Q_i\). Then

\[
\|Q_iw\|\le\sum_{j\in C_i}d_j .
\]

**Summation.** Since \(|C_i|\le g\), Cauchy–Schwarz gives \(\|Q_iw\|^2\le g\sum_{j\in C_i}d_j^2\). Non-commutation is symmetric, so in the sum over \(i\) each \(d_j^2\) occurs \(|C_j|\le g\) times:

\[
\langle w,Hw\rangle\le g\sum_j|C_j|\,d_j^2\le g^2\sum_jd_j^2=g^2\left(\|v\|^2-\|w\|^2\right).
\]

**Using the gap.** If \(Hu=0\), then \(\sum_i\|Q_iu\|^2=0\), so every \(Q_iu\) vanishes. Hence \(\langle u,(1-Q_i)x\rangle=\langle u,x\rangle\) for all \(x\), and the sweep keeps the overlap with \(u\). If \(v\) is orthogonal to the kernel, so is \(w\), and \(\varepsilon\|w\|^2\le\langle w,Hw\rangle\). Combining this with the first inequality gives the second.

## Commuting terms and two qubit projectors

If all terms commute, \(g=0\) is allowed and the bound forces \(\langle w,Hw\rangle=0\): a single pass ends in the kernel of \(H\). This includes the case of one projector.

The smallest non-commuting case has two projectors and \(g=1\). Let \(Q_0\) and \(Q_1\) project a qubit onto \((1,0)\) and \((3/5,4/5)\), and take \(v=(4/5,-3/5)\). Then \(w=(1-Q_0)(1-Q_1)v=(0,-3/5)\), with \(\|w\|^2=9/25\) and \(\langle w,Hw\rangle=144/625\). The bound is \(16/25\). After normalisation the energy is \(16/25\) and the bound \(16/9\). The largest eigenvalue of \(H\) is \(8/5\), so for this state the bound holds but gives no information.

## The Lean source

```lean
import Mathlib

open scoped InnerProductSpace Classical
open Matrix

noncomputable section

namespace DetectabilityLemma

variable {E : Type*} [NormedAddCommGroup E] [InnerProductSpace ℂ E]
variable {ι : Type*} [Fintype ι]

/-- An orthogonal projector: an idempotent and symmetric linear operator. -/
structure IsProjector (P : E →ₗ[ℂ] E) : Prop where
  idem : ∀ x, P (P x) = P x
  symm : P.IsSymmetric

/-- The Hamiltonian `H = ∑ Q_i`. -/
def hamiltonian (Q : ι → E →ₗ[ℂ] E) : E →ₗ[ℂ] E := ∑ i, Q i

/-- The product of the factors `1 - Q_i`, in the order of the list. -/
def sweep (Q : ι → E →ₗ[ℂ] E) (l : List ι) : E →ₗ[ℂ] E :=
  (l.map fun i => (1 : Module.End ℂ E) - Q i).prod

/-- The terms that do not commute with `Q_i`. -/
def clashing (Q : ι → E →ₗ[ℂ] E) (i : ι) : Finset ι :=
  Finset.univ.filter fun j => ¬ Commute (Q i) (Q j)

/-- The norm of the component that the factor `1 - Q_j` removes when its turn comes
in the sweep applied to `v`, added up if `j` occurs repeatedly. -/
def removed (Q : ι → E →ₗ[ℂ] E) (v : E) : List ι → ι → ℝ
  | [], _ => 0
  | k :: l, j => removed Q v l j + if j = k then ‖Q k (sweep Q l v)‖ else 0

/-- For an orthogonal projector `P`, the inner product `⟨x, P x⟩` equals `‖P x‖²`. -/
theorem inner_projector {P : E →ₗ[ℂ] E} (hP : IsProjector P) (x : E) :
    ⟪x, P x⟫_ℂ = ((‖P x‖ ^ 2 : ℝ) : ℂ) := by
  have h := hP.symm x (P x)
  rw [hP.idem, inner_self_eq_norm_sq_to_K] at h
  exact h.symm.trans (Complex.ofReal_pow _ _).symm

/-- Pythagoras: for an orthogonal projector `P`, subtracting `P x` from `x` lowers the squared norm
by `‖P x‖²`. -/
theorem norm_sq_sub_projector {P : E →ₗ[ℂ] E} (hP : IsProjector P) (x : E) :
    ‖x - P x‖ ^ 2 = ‖x‖ ^ 2 - ‖P x‖ ^ 2 := by
  have h : RCLike.re ⟪x, P x⟫_ℂ = ‖P x‖ ^ 2 := by
    rw [inner_projector hP]
    exact Complex.ofReal_re _
  rw [norm_sub_sq (𝕜 := ℂ), h]
  ring

/-- If all `Q_i` are orthogonal projectors, `⟨w, H w⟩` is the sum of the squared norms `‖Q_i w‖²`.
-/
theorem energy_eq {Q : ι → E →ₗ[ℂ] E} (hQ : ∀ i, IsProjector (Q i)) (w : E) :
    ⟪w, hamiltonian Q w⟫_ℂ = ((∑ i, ‖Q i w‖ ^ 2 : ℝ) : ℂ) := by
  rw [hamiltonian, LinearMap.sum_apply, inner_sum, Complex.ofReal_sum]
  exact Finset.sum_congr rfl fun i _ => inner_projector (hQ i) w

omit [Fintype ι] in
private theorem sweep_cons (Q : ι → E →ₗ[ℂ] E) (k : ι) (l : List ι) (v : E) :
    sweep Q (k :: l) v = sweep Q l v - Q k (sweep Q l v) := by
  simp [sweep]

omit [Fintype ι] in
private theorem removed_nonneg (Q : ι → E →ₗ[ℂ] E) (v : E) (l : List ι) (j : ι) :
    0 ≤ removed Q v l j := by
  induction l with
  | nil => simp [removed]
  | cons k l ih =>
    have := norm_nonneg (Q k (sweep Q l v))
    simp only [removed]
    split_ifs <;> linarith

omit [Fintype ι] in
private theorem removed_eq_zero (Q : ι → E →ₗ[ℂ] E) (v : E) {l : List ι} {j : ι}
    (h : j ∉ l) : removed Q v l j = 0 := by
  induction l with
  | nil => simp [removed]
  | cons k l ih =>
    simp only [List.mem_cons, not_or] at h
    simp [removed, ih h.2, h.1]

/-- If all `Q_i` are orthogonal projectors and no factor of the sweep is repeated, the squared norms
of the removed components add up to the total loss of squared norm. -/
theorem sum_removed_sq {Q : ι → E →ₗ[ℂ] E} (hQ : ∀ i, IsProjector (Q i)) (v : E)
    {l : List ι} (hl : l.Nodup) :
    ∑ j, removed Q v l j ^ 2 = ‖v‖ ^ 2 - ‖sweep Q l v‖ ^ 2 := by
  induction l with
  | nil => simp [removed, sweep]
  | cons k l ih =>
    obtain ⟨hk, hl'⟩ := List.nodup_cons.mp hl
    have hz := removed_eq_zero Q v hk
    have hs : ∀ j, removed Q v (k :: l) j ^ 2 =
        removed Q v l j ^ 2 + if j = k then ‖Q k (sweep Q l v)‖ ^ 2 else 0 := by
      intro j
      by_cases hj : j = k <;> simp [removed, hj, hz]
    simp only [hs, Finset.sum_add_distrib, Finset.sum_ite_eq', Finset.mem_univ, if_true]
    rw [ih hl', sweep_cons, norm_sq_sub_projector (hQ k)]
    ring

/-- Let all the `Q_j` be orthogonal projectors, and let `w` be the result of the sweep. If `1 - Q_i`
is among the factors, then `‖Q_i w‖` is at most the sum of the norms removed by the factors that do
not commute with `Q_i`. -/
theorem norm_le_sum_removed {Q : ι → E →ₗ[ℂ] E} (hQ : ∀ i, IsProjector (Q i)) (v : E)
    {l : List ι} {i : ι} (hi : i ∈ l) :
    ‖Q i (sweep Q l v)‖ ≤ ∑ j ∈ clashing Q i, removed Q v l j := by
  induction l with
  | nil => simp at hi
  | cons k l ih =>
    by_cases hik : i = k
    · -- the projector meets its own complement
      rw [sweep_cons, ← hik, map_sub, (hQ i).idem, sub_self, norm_zero]
      exact Finset.sum_nonneg fun j _ => removed_nonneg _ _ _ _
    have hx := ih ((List.mem_cons.mp hi).resolve_left hik)
    simp only [removed, Finset.sum_add_distrib, Finset.sum_ite_eq']
    rw [sweep_cons, map_sub]
    by_cases hc : Commute (Q i) (Q k)
    · -- a commuting factor is passed at no cost
      have hk : k ∉ clashing Q i := by simp [clashing, hc]
      have hcomm : Q i (Q k (sweep Q l v)) = Q k (Q i (sweep Q l v)) :=
        LinearMap.congr_fun hc.eq _
      rw [if_neg hk, add_zero, hcomm]
      refine le_trans ?_ hx
      nlinarith [norm_sq_sub_projector (hQ k) (Q i (sweep Q l v)),
        norm_nonneg (Q i (sweep Q l v)), sq_nonneg ‖Q k (Q i (sweep Q l v))‖]
    · -- a clashing factor costs at most the norm it removes
      have hk : k ∈ clashing Q i := by simp [clashing, hc]
      rw [if_pos hk]
      refine (norm_sub_le _ _).trans (add_le_add hx ?_)
      nlinarith [norm_sq_sub_projector (hQ i) (Q k (sweep Q l v)),
        norm_nonneg (Q k (sweep Q l v)),
        sq_nonneg ‖Q k (sweep Q l v) - Q i (Q k (sweep Q l v))‖]

/-- Let each projector fail to commute with at most `g` others, and let `w` arise from `v` by
applying every `1 - Q_i` once, in any order. Then `⟨w, H w⟩ ≤ g² (‖v‖² - ‖w‖²)`. -/
theorem energy_sweep_le {Q : ι → E →ₗ[ℂ] E} (hQ : ∀ i, IsProjector (Q i)) {g : ℕ}
    (hg : ∀ i, (clashing Q i).card ≤ g) {l : List ι} (hl : l.Nodup) (hall : ∀ i, i ∈ l)
    (v : E) :
    (⟪sweep Q l v, hamiltonian Q (sweep Q l v)⟫_ℂ).re ≤
      (g : ℝ) ^ 2 * (‖v‖ ^ 2 - ‖sweep Q l v‖ ^ 2) := by
  rw [energy_eq hQ, Complex.ofReal_re, ← sum_removed_sq hQ v hl]
  -- Cauchy-Schwarz over the at most g clashing factors
  have h1 : ∀ i, ‖Q i (sweep Q l v)‖ ^ 2 ≤
      (g : ℝ) * ∑ j ∈ clashing Q i, removed Q v l j ^ 2 := fun i =>
    ((pow_le_pow_left₀ (norm_nonneg _) (norm_le_sum_removed hQ v (hall i)) 2).trans
      sq_sum_le_card_mul_sum_sq).trans
      (mul_le_mul_of_nonneg_right (by exact_mod_cast hg i)
        (Finset.sum_nonneg fun j _ => sq_nonneg _))
  -- each removed component is counted once per clashing partner
  have h2 : ∑ i, ∑ j ∈ clashing Q i, removed Q v l j ^ 2 =
      ∑ j, ((clashing Q j).card : ℝ) * removed Q v l j ^ 2 := by
    rw [Finset.sum_comm' (s' := fun j => clashing Q j) (t' := Finset.univ) (by
      intro i j
      simp only [clashing, Finset.mem_filter, Finset.mem_univ, true_and, and_true]
      exact not_congr ⟨Commute.symm, Commute.symm⟩)]
    simp only [Finset.sum_const, nsmul_eq_mul]
  calc ∑ i, ‖Q i (sweep Q l v)‖ ^ 2
      ≤ ∑ i, (g : ℝ) * ∑ j ∈ clashing Q i, removed Q v l j ^ 2 :=
        Finset.sum_le_sum fun i _ => h1 i
    _ = (g : ℝ) * ∑ j, ((clashing Q j).card : ℝ) * removed Q v l j ^ 2 := by
        rw [← Finset.mul_sum, h2]
    _ ≤ (g : ℝ) * ∑ j, (g : ℝ) * removed Q v l j ^ 2 :=
        mul_le_mul_of_nonneg_left (Finset.sum_le_sum fun j _ =>
          mul_le_mul_of_nonneg_right (by exact_mod_cast hg j) (sq_nonneg _))
          (Nat.cast_nonneg g)
    _ = (g : ℝ) ^ 2 * ∑ j, removed Q v l j ^ 2 := by
        rw [← Finset.mul_sum]
        ring

/-- If all `Q_i` are orthogonal projectors, the sweep leaves the inner product with every vector `u`
satisfying `H u = 0` unchanged. -/
theorem inner_sweep {Q : ι → E →ₗ[ℂ] E} (hQ : ∀ i, IsProjector (Q i)) {u : E}
    (hu : hamiltonian Q u = 0) (l : List ι) (v : E) : ⟪u, sweep Q l v⟫_ℂ = ⟪u, v⟫_ℂ := by
  have h := energy_eq hQ u
  rw [hu, inner_zero_right] at h
  have hz : ∀ i, Q i u = 0 := fun i => norm_eq_zero.mp ((pow_eq_zero_iff two_ne_zero).mp
    ((Finset.sum_eq_zero_iff_of_nonneg fun i _ => sq_nonneg _).mp
      (Complex.ofReal_eq_zero.mp h.symm) i (Finset.mem_univ i)))
  induction l with
  | nil => simp [sweep]
  | cons k l ih =>
    rw [sweep_cons, inner_sub_right, ← (hQ k).symm u _, hz k, inner_zero_left, sub_zero, ih]

/-- Detectability lemma: let each projector fail to commute with at most `g` others, and let
`⟨x, H x⟩ ≥ ε ‖x‖²` hold on the orthogonal complement of the kernel of `H`. For `v` in that
complement, applying every `1 - Q_i` once gives `w` with `(ε + g²) ‖w‖² ≤ g² ‖v‖²`. -/
theorem detectability_lemma {Q : ι → E →ₗ[ℂ] E} (hQ : ∀ i, IsProjector (Q i)) {g : ℕ}
    (hg : ∀ i, (clashing Q i).card ≤ g) {l : List ι} (hl : l.Nodup) (hall : ∀ i, i ∈ l)
    {ε : ℝ} (hgap : ∀ x, (∀ u, hamiltonian Q u = 0 → ⟪u, x⟫_ℂ = 0) →
      ε * ‖x‖ ^ 2 ≤ (⟪x, hamiltonian Q x⟫_ℂ).re)
    {v : E} (hv : ∀ u, hamiltonian Q u = 0 → ⟪u, v⟫_ℂ = 0) :
    (ε + (g : ℝ) ^ 2) * ‖sweep Q l v‖ ^ 2 ≤ (g : ℝ) ^ 2 * ‖v‖ ^ 2 := by
  have h1 := hgap (sweep Q l v) fun u hu => by rw [inner_sweep hQ hu, hv u hu]
  have h2 := energy_sweep_le hQ hg hl hall v
  linarith

/-- A Hermitian idempotent matrix acts as an orthogonal projector. -/
theorem isProjector_of_matrix {n : Type*} [Fintype n] [DecidableEq n] {A : Matrix n n ℂ}
    (hA : A.IsHermitian) (h2 : A * A = A) : IsProjector (Matrix.toEuclideanLin A) where
  idem x := by
    change WithLp.toLp 2 (A *ᵥ (A *ᵥ x.ofLp)) = WithLp.toLp 2 (A *ᵥ x.ofLp)
    rw [Matrix.mulVec_mulVec, h2]
  symm := isSymmetric_toEuclideanLin_iff.mpr hA

/-- The qubit projectors onto the vectors `(1, 0)` and `(3/5, 4/5)`. -/
def qubitPair : Fin 2 → Matrix (Fin 2) (Fin 2) ℂ :=
  ![!![1, 0; 0, 0], !![9/25, 12/25; 12/25, 16/25]]

/-- The two qubit projectors are orthogonal projectors, do not commute, and each fails to
commute with at most one other. -/
theorem qubitPair_witness :
    (∀ i, IsProjector (Matrix.toEuclideanLin (qubitPair i))) ∧
    ¬ Commute (Matrix.toEuclideanLin (qubitPair 0)) (Matrix.toEuclideanLin (qubitPair 1)) ∧
    ∀ i, (clashing (fun k => Matrix.toEuclideanLin (qubitPair k)) i).card ≤ 1 := by
  refine ⟨fun a => isProjector_of_matrix ?_ ?_, fun h => ?_, fun i => ?_⟩
  · refine Matrix.IsHermitian.ext fun i j => ?_
    fin_cases a <;> fin_cases i <;> fin_cases j <;> simp [qubitPair]
  · ext i j
    fin_cases a <;> fin_cases i <;> fin_cases j <;>
      norm_num [qubitPair, Matrix.mul_apply, Fin.sum_univ_succ]
  · -- compare the two products on the first basis vector
    have h' : (qubitPair 0 *ᵥ (qubitPair 1 *ᵥ ![1, 0])) 1 =
        (qubitPair 1 *ᵥ (qubitPair 0 *ᵥ ![1, 0])) 1 :=
      congrArg (fun f : EuclideanSpace ℂ (Fin 2) →ₗ[ℂ] EuclideanSpace ℂ (Fin 2) =>
        (f (WithLp.toLp 2 ![1, 0])).ofLp 1) h.eq
    norm_num [qubitPair, Matrix.mulVec, dotProduct, Fin.sum_univ_succ] at h'
  · have hsub : clashing (fun k => Matrix.toEuclideanLin (qubitPair k)) i ⊆
        Finset.univ.erase i := by
      intro j hj
      refine Finset.mem_erase.mpr ⟨fun hji => ?_, Finset.mem_univ j⟩
      subst hji
      exact (Finset.mem_filter.mp hj).2 (Commute.refl _)
    refine (Finset.card_le_card hsub).trans ?_
    rw [Finset.card_erase_of_mem (Finset.mem_univ i)]
    simp

end DetectabilityLemma
```

```lean
#print axioms DetectabilityLemma.norm_sq_sub_projector
#print axioms DetectabilityLemma.detectability_lemma
```

```
'DetectabilityLemma.norm_sq_sub_projector' depends on axioms: [propext, Classical.choice, Quot.sound]
'DetectabilityLemma.detectability_lemma' depends on axioms: [propext, Classical.choice, Quot.sound]
```

## Operators, order and gap in the Lean statements

The state space `E` is any complex inner product space, and its dimension may be infinite. The terms are linear maps defined on all of `E`, indexed by a finite type `ι`. `IsProjector` requires each to be idempotent and symmetric, and `isProjector_of_matrix` shows that a Hermitian idempotent matrix qualifies.

`sweep Q l` is the operator product along the list `l`, so the last entry acts first. The hypotheses `l.Nodup` and `∀ i, i ∈ l` say that every factor occurs exactly once; the order is free. The set \(C_i\) is `clashing Q i`, and \(d_j\) is `removed Q v l j`. The theorem `energy_sweep_le` states the first inequality for the real part of the inner product, and `energy_eq` shows that this inner product is real.

In `detectability_lemma` the gap is the hypothesis `hgap`, which is assumed and not computed from the terms. The number `ε` may be any real for which it holds. The bound gives a strict reduction of a nonzero norm when `ε` is positive.

The step from these operators to a lattice model is left to the user: one has to write the physical Hamiltonian as a sum of projectors, up to an additive constant and a common positive factor, and count the non-commuting partners, as done above for the ferromagnetic chain. Rounding, and any truncation of the state between factors, would add errors that the inequalities do not contain.

## Induction along the sweep

`inner_projector` and `norm_sq_sub_projector` supply the two projector identities. `sum_removed_sq` is the telescoping sum, proved by induction on the list. The absence of repetitions is used here: `removed_eq_zero` ensures that the new factor has no earlier contribution.

`norm_le_sum_removed` follows \(Q_i\) through the product, again by induction. Its three cases are those of the derivation: the new factor is \(1-Q_i\) itself, commutes with \(Q_i\), or does not. In the last two, `nlinarith` obtains the required norm inequality from the Pythagorean identity.

In `energy_sweep_le`, `h1` is the Cauchy–Schwarz step and `h2` the double counting, where `Finset.sum_comm'` exchanges the sums using the symmetry of `Commute`. The `calc` block then collects the two factors of \(g\). `inner_sweep` proves that overlaps with zero-energy states are kept, and `detectability_lemma` combines it with the gap hypothesis and the energy bound by `linarith`.

`qubitPair_witness` confirms that the two qubit projectors above meet the projector and counting hypotheses with `g` equal to 1 and do not commute. It compares the second components of the two products applied to \((1,0)\).
